# Pairwise rotational strengths of a complete set of real excitons sum to zero and change sign on reflection

**A:** Take N sites with positions r_i and transition dipoles u_i in ℝ³, and N orthonormal excitons with real site amplitudes c_n(i). Define

T_ij = (r_i − r_j)·(u_i × u_j)

S_n = Σ_{i<j} c_n(i) c_n(j) T_ij

Then Σ_n S_n = 0. Each S_n changes sign when positions and dipoles are reflected at fixed amplitudes. Each vanishes if the sites lie in one plane and the dipoles are parallel to it.

```lean
import Mathlib

open Matrix

namespace ExcitonCircularDichroism

noncomputable section

variable {N : ℕ}
```

**Q:** Is S_n really the rotational strength?

**A:** Up to a prefactor common to all excitons, which amounts to replacing each transition energy by one mean value. The model has a single excitation, one electric transition per site, and no intrinsic magnetic moments or vibrations. In Lean, `pairChirality` is T_ij, and `Finset.Ioi i` selects j > i, so each pair counts once.

```lean
/-- The chirality of a pair of sites: the triple product `(r_i - r_j) · (u_i × u_j)` of their
separation and their transition dipoles. -/
def pairChirality (r u : Fin N → Fin 3 → ℝ) (i j : Fin N) : ℝ :=
  (r i - r j) ⬝ᵥ (u i ⨯₃ u j)

/-- The rotational strength, up to a constant prefactor, of an exciton with real site
amplitudes `c`: the sum over pairs `i < j` of `c_i c_j (r_i - r_j) · (u_i × u_j)`. -/
def rotationalStrength (c : Fin N → ℝ) (r u : Fin N → Fin 3 → ℝ) : ℝ :=
  ∑ i, ∑ j ∈ Finset.Ioi i, c i * c j * pairChirality r u i j
```

**Q:** Which Hamiltonian produces the excitons?

**A:** Site energies ε_i on the diagonal and, with d = r_i − r_j, the point-dipole coupling off it:

V_ij = u_i·u_j / |d|³ − 3 (u_i·d)(u_j·d) / |d|⁵

The Coulomb constant is one, and the formula has physical meaning only for distinct positions. The sum rule needs no Hamiltonian, only orthonormality.

```lean
/-- The point-dipole interaction of dipoles `a` and `b` at separation `d ≠ 0`,
in units where the Coulomb constant is one. -/
def dipoleCoupling (d a b : Fin 3 → ℝ) : ℝ :=
  (a ⬝ᵥ b) / √(d ⬝ᵥ d) ^ 3 - 3 * (a ⬝ᵥ d) * (b ⬝ᵥ d) / √(d ⬝ᵥ d) ^ 5

/-- The exciton Hamiltonian of an aggregate with pairwise distinct positions: site energies on
the diagonal, point-dipole couplings off the diagonal. -/
def excitonHamiltonian (ε : Fin N → ℝ) (r u : Fin N → Fin 3 → ℝ) : Matrix (Fin N) (Fin N) ℝ :=
  Matrix.of fun i j => if i = j then ε i else dipoleCoupling (r i - r j) (u i) (u j)
```

**Q:** How do you reflect a dipole in a plane that misses the origin?

**A:** A position x goes to x − 2(m·x − h)m, where m is the unit normal and m·x = h is the plane. A dipole is a vector that doesn't depend on the origin, like a difference of two positions, so it is reflected with h = 0.

```lean
/-- Reflection of the point `x` in the plane `m · x = h` with unit normal `m`. -/
def mirror (m : Fin 3 → ℝ) (h : ℝ) (x : Fin 3 → ℝ) : Fin 3 → ℝ :=
  x - (2 * (m ⬝ᵥ x - h)) • m
```

**Q:** Where does the zero sum come from?

**A:** From closure. Put the amplitudes into a square matrix C with rows c_n. Hypothesis `hc` says C Cᵀ = 1. For a square matrix this implies Cᵀ C = 1, which is the step `mul_eq_one_comm`:

Σ_n c_n(i) c_n(j) = δ_ij

```lean
/-- Closure relation: `N` orthonormal real excitons on `N` sites resolve the identity. -/
theorem closure_relation (c : Fin N → Fin N → ℝ)
    (hc : ∀ m n, c m ⬝ᵥ c n = if m = n then 1 else 0) (i j : Fin N) :
    ∑ n, c n i * c n j = if i = j then 1 else 0 := by
  have h1 : Matrix.of c * (Matrix.of c)ᵀ = 1 := by
    ext m n
    simpa [Matrix.mul_apply, Matrix.one_apply, dotProduct] using hc m n
  -- a right inverse of a square matrix is also a left inverse
  have h2 := mul_eq_one_comm.mp h1
  have h3 := congrFun (congrFun h2 i) j
  simpa [Matrix.mul_apply, Matrix.one_apply] using h3
```

Exchanging sums (`Finset.sum_comm`) gives, for any weights w_n,

Σ_n w_n S_n = Σ_{i<j} (Σ_n w_n c_n(i) c_n(j)) T_ij

With w_n = 1 the bracket is δ_ij, which is zero because i < j.

```lean
/-- A weighted sum of rotational strengths is a sum over pairs of sites, in which each pair
chirality is multiplied by the weighted sum of the amplitude products. -/
theorem weighted_strength (w : Fin N → ℝ) (c : Fin N → Fin N → ℝ) (r u : Fin N → Fin 3 → ℝ) :
    ∑ n, w n * rotationalStrength (c n) r u =
      ∑ i, ∑ j ∈ Finset.Ioi i, (∑ n, w n * (c n i * c n j)) * pairChirality r u i j := by
  simp only [rotationalStrength, Finset.mul_sum, Finset.sum_mul]
  rw [Finset.sum_comm]
  refine Finset.sum_congr rfl fun i _ => ?_
  rw [Finset.sum_comm]
  exact Finset.sum_congr rfl fun j _ => Finset.sum_congr rfl fun n _ => by ring

/-- Sum rule: the rotational strengths of `N` orthonormal real excitons on `N` sites
add up to zero. -/
theorem sum_rotationalStrength (c : Fin N → Fin N → ℝ)
    (hc : ∀ m n, c m ⬝ᵥ c n = if m = n then 1 else 0) (r u : Fin N → Fin 3 → ℝ) :
    ∑ n, rotationalStrength (c n) r u = 0 := by
  have h := weighted_strength (fun _ => 1) c r u
  simp only [one_mul] at h
  rw [h]
  -- only pairs of different sites occur, and closure removes each of them
  refine Finset.sum_eq_zero fun i _ => Finset.sum_eq_zero fun j hj => ?_
  rw [closure_relation c hc, if_neg (Finset.mem_Ioi.mp hj).ne, zero_mul]
```

**Q:** Would normalised states be enough?

**A:** No. The dimer below has a normalised state with strength −1/2; listing it twice gives the sum −1.

**Q:** And if the prefactor kept each exciton's own energy?

**A:** That model would sum E_n S_n instead. The eigenvalue equation `hE` and closure give

Σ_n E_n c_n(i) c_n(j) = Σ_k H_ik Σ_n c_n(k) c_n(j) = H_ij

Σ_n E_n S_n = Σ_{i<j} H_ij T_ij

This need not vanish: it is −1 for the same dimer.

```lean
/-- First moment of the spectrum: for an orthonormal real eigenbasis of `H`, the
energy-weighted sum of rotational strengths is the sum over pairs of coupling times chirality. -/
theorem first_moment (H : Matrix (Fin N) (Fin N) ℝ) (E : Fin N → ℝ) (c : Fin N → Fin N → ℝ)
    (hc : ∀ m n, c m ⬝ᵥ c n = if m = n then 1 else 0)
    (hE : ∀ n, H *ᵥ c n = E n • c n) (r u : Fin N → Fin 3 → ℝ) :
    ∑ n, E n * rotationalStrength (c n) r u =
      ∑ i, ∑ j ∈ Finset.Ioi i, H i j * pairChirality r u i j := by
  -- spectral decomposition of the Hamiltonian
  have hH : ∀ i j, ∑ n, E n * (c n i * c n j) = H i j := by
    intro i j
    calc ∑ n, E n * (c n i * c n j) = ∑ n, ∑ k, H i k * (c n k * c n j) := by
          refine Finset.sum_congr rfl fun n _ => ?_
          have h := congrFun (hE n) i
          simp only [Matrix.mulVec, dotProduct, Pi.smul_apply, smul_eq_mul] at h
          rw [← mul_assoc, ← h, Finset.sum_mul]
          exact Finset.sum_congr rfl fun k _ => by ring
      _ = ∑ k, H i k * ∑ n, c n k * c n j := by
          rw [Finset.sum_comm]
          simp only [Finset.mul_sum]
      _ = H i j := by simp [closure_relation c hc]
  rw [weighted_strength]
  simp only [hH]
```

**Q:** The mirror image has its own eigenstates. Why keep the amplitudes fixed?

**A:** Because its Hamiltonian is the same. In r_i − r_j the offset h cancels, so separations and dipoles both transform by Ma = a − 2(m·a)m, and

Ma·Mb = a·b − 4(m·a)(m·b) + 4(m·a)(m·b)(m·m) = a·b

All couplings are therefore unchanged, and every eigenvector carries over.

```lean
/-- An aggregate and its mirror image have the same exciton Hamiltonian. -/
theorem hamiltonian_mirror (m : Fin 3 → ℝ) (h : ℝ) (hm : m ⬝ᵥ m = 1)
    (ε : Fin N → ℝ) (r u : Fin N → Fin 3 → ℝ) :
    excitonHamiltonian ε (fun i => mirror m h (r i)) (fun i => mirror m 0 (u i)) =
      excitonHamiltonian ε r u := by
  have hsub : ∀ x y, mirror m h x - mirror m h y = mirror m 0 (x - y) := by
    intro x y
    ext k
    simp only [mirror, dotProduct, Fin.sum_univ_three, Pi.sub_apply, Pi.smul_apply, smul_eq_mul]
    ring
  -- reflections preserve scalar products
  have hdot : ∀ a b, mirror m 0 a ⬝ᵥ mirror m 0 b = a ⬝ᵥ b := by
    intro a b
    simp only [dotProduct, Fin.sum_univ_three] at hm
    simp only [mirror, dotProduct, Fin.sum_univ_three, Pi.sub_apply, Pi.smul_apply, smul_eq_mul]
    linear_combination 4 * (m 0 * a 0 + m 1 * a 1 + m 2 * a 2) *
      (m 0 * b 0 + m 1 * b 1 + m 2 * b 2) * hm
  ext i j
  simp only [excitonHamiltonian, Matrix.of_apply, dipoleCoupling, hsub, hdot]
```

Triple products, however, acquire the factor det M = 1 − 2 m·m = −1, so T_ij and S_n change sign. Lean expands in components, and `linear_combination` inserts m·m = 1.

```lean
/-- Reflecting positions and transition dipoles reverses the sign of the rotational strength
at fixed amplitudes. -/
theorem rotationalStrength_mirror (m : Fin 3 → ℝ) (h : ℝ) (hm : m ⬝ᵥ m = 1)
    (c : Fin N → ℝ) (r u : Fin N → Fin 3 → ℝ) :
    rotationalStrength c (fun i => mirror m h (r i)) (fun i => mirror m 0 (u i)) =
      -rotationalStrength c r u := by
  -- a reflection has determinant -1, so it reverses each triple product
  have key : ∀ i j, pairChirality (fun i => mirror m h (r i)) (fun i => mirror m 0 (u i)) i j =
      -pairChirality r u i j := by
    intro i j
    simp only [dotProduct, Fin.sum_univ_three] at hm
    simp only [pairChirality, mirror, cross_apply, dotProduct, Fin.sum_univ_three,
      Pi.sub_apply, Pi.smul_apply, smul_eq_mul, Matrix.cons_val]
    linear_combination (-2) * ((r i 0 - r j 0) * (u i 1 * u j 2 - u i 2 * u j 1) +
      (r i 1 - r j 1) * (u i 2 * u j 0 - u i 0 * u j 2) +
      (r i 2 - r j 2) * (u i 0 * u j 1 - u i 1 * u j 0)) * hm
  simp only [rotationalStrength, key, mul_neg, Finset.sum_neg_distrib]
```

**Q:** And the planar case?

**A:** For any vectors a, b, d,

(a·(b × d)) m = (m·a)(b × d) + (m·b)(d × a) + (m·d)(a × b)

Set a = r_i − r_j, b = u_i, d = u_j. All three are perpendicular to the normal m, so the right side is zero. Since m ≠ 0, T_ij = 0.

```lean
/-- If all sites lie in one plane and all transition dipoles are parallel to it, every
rotational strength vanishes. -/
theorem rotationalStrength_planar (m : Fin 3 → ℝ) (h : ℝ) (hm : m ≠ 0)
    (c : Fin N → ℝ) (r u : Fin N → Fin 3 → ℝ)
    (hr : ∀ i, m ⬝ᵥ r i = h) (hu : ∀ i, m ⬝ᵥ u i = 0) :
    rotationalStrength c r u = 0 := by
  -- expansion of the normal in the cross products of three vectors
  have expand : ∀ a b d : Fin 3 → ℝ, (a ⬝ᵥ (b ⨯₃ d)) • m =
      (m ⬝ᵥ a) • (b ⨯₃ d) + (m ⬝ᵥ b) • (d ⨯₃ a) + (m ⬝ᵥ d) • (a ⨯₃ b) := by
    intro a b d
    ext k
    fin_cases k <;> simp [cross_apply, dotProduct, Fin.sum_univ_three] <;> ring
  refine Finset.sum_eq_zero fun i _ => Finset.sum_eq_zero fun j _ => ?_
  have hd : m ⬝ᵥ (r i - r j) = 0 := by rw [dotProduct_sub, hr, hr, sub_self]
  have hz := expand (r i - r j) (u i) (u j)
  rw [hd, hu, hu, zero_smul, zero_smul, zero_smul, add_zero, add_zero] at hz
  have hp : pairChirality r u i j = 0 := (smul_eq_zero.mp hz).resolve_right hm
  rw [hp, mul_zero]
```

Coplanar positions alone would not suffice: two sites always lie in a common plane, yet a dimer can be chiral.

**Q:** Show me one, so I know the strengths aren't all zero.

**A:** For a dimer, S = c(0) c(1) T_01. The states (cos θ, sin θ) and (−sin θ, cos θ) therefore have strengths ±(sin 2θ / 2) T_01, a pair of opposite bands.

```lean
/-- The rotational strength of a dimer is the product of its two amplitudes and its
pair chirality. -/
theorem rotationalStrength_dimer (c : Fin 2 → ℝ) (r u : Fin 2 → Fin 3 → ℝ) :
    rotationalStrength c r u = c 0 * c 1 * pairChirality r u 0 1 := by
  have h0 : Finset.Ioi (0 : Fin 2) = {1} := by decide
  have h1 : Finset.Ioi (1 : Fin 2) = ∅ := by decide
  rw [rotationalStrength, Fin.sum_univ_two, h0, h1, Finset.sum_singleton, Finset.sum_empty,
    add_zero]

/-- The two orthonormal excitons of a dimer with mixing angle `θ` have opposite rotational
strengths, of size `sin 2θ / 2` times the pair chirality. -/
theorem dimer_couplet (θ : ℝ) (r u : Fin 2 → Fin 3 → ℝ) :
    rotationalStrength ![Real.cos θ, Real.sin θ] r u =
        Real.sin (2 * θ) / 2 * pairChirality r u 0 1 ∧
      rotationalStrength ![-Real.sin θ, Real.cos θ] r u =
        -(Real.sin (2 * θ) / 2 * pairChirality r u 0 1) := by
  constructor
  · rw [rotationalStrength_dimer, Real.sin_two_mul]
    change Real.cos θ * Real.sin θ * _ = _
    ring
  · rw [rotationalStrength_dimer, Real.sin_two_mul]
    change -Real.sin θ * Real.cos θ * _ = _
    ring
```

Now stack two sites of equal energy ε at unit distance, with dipoles (1,0,0) and (1,1,0). Then V_01 = 1 and T_01 = −1. The in-phase state (s, s) with s² = 1/2 has energy ε + 1 and strength −1/2. The second dipole has length √2; scaled to unit length, it would give V_01 = 1/√2 and strength −1/(2√2).

```lean
/-- Positions of a dimer stacked along the third axis at unit distance. -/
def stackedPositions : Fin 2 → Fin 3 → ℝ := ![![0, 0, 0], ![0, 0, 1]]

/-- Transition dipoles perpendicular to the third axis, twisted against each other. -/
def twistedDipoles : Fin 2 → Fin 3 → ℝ := ![![1, 0, 0], ![1, 1, 0]]

/-- In the twisted dimer with equal site energies `ε`, the normalised in-phase exciton is an
eigenstate of energy `ε + 1` and has rotational strength `-1/2`. -/
theorem twisted_dimer_witness (ε s : ℝ) (hs : s * s = 1 / 2) :
    excitonHamiltonian (fun _ => ε) stackedPositions twistedDipoles *ᵥ ![s, s] =
        (ε + 1) • ![s, s] ∧
      rotationalStrength ![s, s] stackedPositions twistedDipoles = -1 / 2 := by
  constructor
  · ext i
    fin_cases i <;>
      simp [excitonHamiltonian, dipoleCoupling, stackedPositions, twistedDipoles,
        Matrix.mulVec, dotProduct, Fin.sum_univ_succ] <;> ring
  · have hT : pairChirality stackedPositions twistedDipoles 0 1 = -1 := by
      simp [pairChirality, stackedPositions, twistedDipoles, cross_apply, dotProduct,
        Fin.sum_univ_succ]
    rw [rotationalStrength_dimer, hT]
    change s * s * (-1) = -1 / 2
    linear_combination -hs

end

end ExcitonCircularDichroism
```

**Q:** What use is this in a simulation?

**A:** In a circular dichroism calculation with this one-excitation, common-prefactor model, the strengths from a full diagonalisation must add up to zero within rounding error. A larger sum reveals a mistake. A zero sum doesn't confirm the couplings, site energies or geometry, because any N orthonormal real states pass.

```lean
#print axioms ExcitonCircularDichroism.sum_rotationalStrength
-- 'ExcitonCircularDichroism.sum_rotationalStrength' depends on axioms: [propext, Classical.choice, Quot.sound]
#print axioms ExcitonCircularDichroism.rotationalStrength_mirror
-- 'ExcitonCircularDichroism.rotationalStrength_mirror' depends on axioms: [propext, Classical.choice, Quot.sound]
#print axioms ExcitonCircularDichroism.rotationalStrength_planar
-- 'ExcitonCircularDichroism.rotationalStrength_planar' depends on axioms: [propext, Classical.choice, Quot.sound]
#print axioms ExcitonCircularDichroism.dimer_couplet
-- 'ExcitonCircularDichroism.dimer_couplet' depends on axioms: [propext, Classical.choice, Quot.sound]
```
